# A stationary point of the coupled-cluster Lagrangian is a saddle if the residual Jacobian is nonzero

All quantities here are real. Let $E(t)$ be the coupled-cluster energy as a function of the amplitudes $t$, let $\Omega(t)$ be the vector of amplitude residuals, and let $l$ be a vector of multipliers. If the Lagrangian

$$L(t,l) = E(t) + \langle l, \Omega(t)\rangle$$

is stationary at $(t,l)$, with $E$ and $\Omega$ differentiable at $t$ and the derivative of $\Omega$ there not zero, then $L$ has neither a local minimum nor a local maximum at that point.

## Why coupled-cluster theory has a Lagrangian

With a reference determinant $\Phi_0$, excited determinants $\Phi_\mu$, a Hamiltonian $H$ and a cluster operator $T$ whose coefficients are the amplitudes $t_\mu$, the energy and residuals are

$$E(t)=\langle\Phi_0|e^{-T}He^{T}|\Phi_0\rangle,\qquad \Omega_\mu(t)=\langle\Phi_\mu|e^{-T}He^{T}|\Phi_0\rangle .$$

The amplitudes are fixed by $\Omega(t)=0$, and in general they do not make $E$ stationary. A first-order property computed from $E$ alone would therefore involve the response of the amplitudes to the perturbation. Now add the residuals with multipliers. If the Jacobian $\partial\Omega_\mu/\partial t_\nu$ is invertible at the solution, the multipliers can be chosen so that the resulting function is stationary there in all its variables, and the amplitude response then drops out at first order.

Stationary does not mean minimal. For real amplitudes and a nonzero Jacobian, the solution is not a local minimum of $L$, so a program that looks for it by minimising $L$ has the wrong target. Solving the stationarity equations has no such problem.

## The statement in Lean's terms

The theorem is `stationary_point_isSaddle`. Its objects correspond to the physics as follows.

- `V` is the space of amplitudes, a real normed space, and `W` is the space of multipliers and residuals, a real inner product space. For $n$ amplitudes, take both to be `EuclideanSpace ℝ (Fin n)`. The main theorem does not need finite dimension.
- `lagrangian E Ω` is $L$, a function of the pair `(t, l)`. The letter `l` stands for what textbooks often call $\lambda$, $\Lambda$ or $\bar t$.
- `hE` and `hΩ` say that $E$ and $\Omega$ have Fréchet derivatives `E'` and `Ω'` at the single point `t`. In coordinates, `E'` is the gradient of the energy and `Ω'` is the Jacobian matrix $\partial\Omega_\mu/\partial t_\nu$.
- `hL` says that the derivative of $L$ at `(t, l)` is zero.
- `hJ` says that `Ω'` is not the zero map. In coupled-cluster response theory the eigenvalues of the Jacobian are the excitation energies, so a zero Jacobian would make all of them vanish. One nonzero matrix element is enough for `hJ`; invertibility is a stronger demand.

The conclusion `IsSaddle` means stationary, but neither a local minimum nor a local maximum. No Hessian enters this definition. Local minima and maxima are meant in the weak sense, with ties allowed, so flat minima are excluded too.

The functions $E$ and $\Omega$ are arbitrary here. Identifying them with the matrix elements above is the step left to the reader: in a finite basis with real orbitals and a real Hamiltonian they are real polynomials in the amplitudes, and hence differentiable.

## Stationarity gives two sets of equations

Change the amplitudes by $u$ and the multipliers by $m$. To first order,

$$L(t+u,l+m)-L(t,l) \approx E'u+\langle l,\Omega'u\rangle+\langle \Omega(t),m\rangle ,$$

because the remaining product $\langle m,\Omega'u\rangle$ is of second order. At a stationary point the right-hand side vanishes for all $u$ and $m$.

Choose $u=0$ and $m=\Omega(t)$. This gives $\|\Omega(t)\|^2=0$, and so the amplitude equations $\Omega(t)=0$. Now choose $m=0$. This gives the multiplier equations

$$E'u+\langle l,\Omega'u\rangle=0\quad\text{for all }u .$$

Conversely, if both sets hold, every term of the first variation is accounted for and the derivative is zero.

## A local minimum forces the Jacobian to vanish

Suppose that $L$ has a local minimum at $(t,l)$. Its derivative there is zero, so both sets of equations hold. Since $\Omega(t)=0$, the Lagrangian does not depend on the multipliers at this $t$: it equals $E(t)$ for all of them.

Fix an amplitude direction $u$ and move the multipliers to $l+s\,\Omega'u$ with a small real $s\neq0$. The value of $L$ is unchanged. The new point lies inside an open neighbourhood on which $L$ is nowhere below that value, so it is a local minimum as well. It must satisfy its own multiplier equations, and in the direction $u$ these read

$$E'u+\langle l,\Omega'u\rangle+s\,\langle\Omega'u,\Omega'u\rangle=0 .$$

Subtracting the equation for the original $l$ leaves $s\|\Omega'u\|^2=0$, and therefore $\Omega'u=0$. As $u$ was arbitrary, $\Omega'=0$.

For a local maximum, note that $-L$ is the Lagrangian of $-E$ and $-\Omega$. It has a local minimum at the same point, so $-\Omega'=0$. If the Jacobian is nonzero, both cases are impossible, and the stationary point is a saddle.

## One multiplier vector when the Jacobian is invertible

Let $t$ solve the amplitude equations and let the Jacobian $J=\Omega'$ be invertible, with at least one amplitude. Setting $w=Ju$ turns the multiplier equations into

$$\langle l,w\rangle=-E'(J^{-1}w)\quad\text{for all }w ,$$

which determines $l$ uniquely. In coordinates this is the linear system $J^{\mathsf T}l=-\nabla E$. Since an invertible $J$ on a nontrivial space is not zero, the resulting point is a saddle. The theorem `existsUnique_multipliers_isSaddle` states this for a complete space `W`, a condition that always holds in finite dimension.

## A minimum at a point with zero Jacobian

Stationarity alone does not exclude a minimum. Take one amplitude and the model functions $E(t)=\Omega(t)=t^2$, which are chosen for simplicity and not derived from a Hamiltonian. Then

$$L(t,l)=t^2(1+l),$$

which is zero at the origin and nonnegative wherever $l>-1$. The origin is a stationary point and a local minimum, and $\Omega'(0)=0$.

## The same argument for a normalised eigenvector

Nothing in the derivation is special to coupled-cluster theory. For a real symmetric matrix $H$ and a real vector $c$, consider

$$L(c,\lambda)=\langle c,Hc\rangle+\lambda\,(1-\langle c,c\rangle).$$

Here the residual is $1-\langle c,c\rangle$, and its derivative in the direction $u$ is $-2\langle c,u\rangle$. At a stationary point $\langle c,c\rangle=1$, so this derivative is not zero. Every stationary point is therefore a saddle of $L$, including the ground state, even though the ground state minimises the energy among normalised vectors.

## The complete Lean file

```lean
import Mathlib

open Filter Topology

namespace CoupledClusterLagrangian

noncomputable section

variable {V W : Type*} [NormedAddCommGroup V] [NormedSpace ℝ V]
  [NormedAddCommGroup W] [InnerProductSpace ℝ W]

/-- The coupled-cluster Lagrangian `L(t, l) = E(t) + ⟨l, Ω(t)⟩` of an energy `E` and
amplitude residuals `Ω`, as a function of amplitudes `t` and multipliers `l`. -/
def lagrangian (E : V → ℝ) (Ω : V → W) (p : V × W) : ℝ :=
  E p.1 + inner ℝ p.2 (Ω p.1)

/-- A saddle point of a real function: its derivative vanishes there, but the point is
neither a local minimum nor a local maximum. -/
def IsSaddle {X : Type*} [NormedAddCommGroup X] [NormedSpace ℝ X] (f : X → ℝ) (p : X) : Prop :=
  HasFDerivAt f (0 : X →L[ℝ] ℝ) p ∧ ¬ IsLocalMin f p ∧ ¬ IsLocalMax f p

variable {E : V → ℝ} {Ω : V → W} {E' : V →L[ℝ] ℝ} {Ω' : V →L[ℝ] W} {t : V} {l : W}

/-- Where the residuals vanish, the Lagrangian equals the energy for every choice of
multipliers. -/
theorem lagrangian_eq_energy {X : Type*} {E : X → ℝ} {Ω : X → W} {t : X} (h : Ω t = 0)
    (m : W) : lagrangian E Ω (t, m) = E t := by
  simp [lagrangian, h]

/-- The first variation of the Lagrangian, for `E` and `Ω` differentiable at `t`: amplitude
changes `u` contribute `E' u + ⟨l, Ω' u⟩`, multiplier changes `m` contribute `⟨Ω(t), m⟩`. -/
theorem hasFDerivAt_lagrangian (hE : HasFDerivAt E E' t) (hΩ : HasFDerivAt Ω Ω' t) (l : W) :
    HasFDerivAt (lagrangian E Ω)
      ((E' + (innerSL ℝ l).comp Ω').comp (ContinuousLinearMap.fst ℝ V W)
        + (innerSL ℝ (Ω t)).comp (ContinuousLinearMap.snd ℝ V W)) (t, l) := by
  have h1 : HasFDerivAt (fun p : V × W => E p.1)
      (E'.comp (ContinuousLinearMap.fst ℝ V W)) (t, l) :=
    HasFDerivAt.comp (g := E) (f := Prod.fst) (t, l) hE hasFDerivAt_fst
  have h2 : HasFDerivAt (fun p : V × W => Ω p.1)
      (Ω'.comp (ContinuousLinearMap.fst ℝ V W)) (t, l) :=
    HasFDerivAt.comp (g := Ω) (f := Prod.fst) (t, l) hΩ hasFDerivAt_fst
  have h3 : HasFDerivAt (fun p : V × W => p.2) (ContinuousLinearMap.snd ℝ V W) (t, l) :=
    hasFDerivAt_snd
  refine (h1.add (h3.inner ℝ h2)).congr_fderiv (ContinuousLinearMap.ext fun p => ?_)
  simp [fderivInnerCLM_apply, real_inner_comm, add_assoc]

/-- For `E` and `Ω` differentiable at `t`, the Lagrangian is stationary at `(t, l)` exactly
when the amplitude equations `Ω(t) = 0` and the multiplier equations
`E' u + ⟨l, Ω' u⟩ = 0` for all `u` hold. -/
theorem stationary_iff (hE : HasFDerivAt E E' t) (hΩ : HasFDerivAt Ω Ω' t) :
    HasFDerivAt (lagrangian E Ω) (0 : V × W →L[ℝ] ℝ) (t, l) ↔
      Ω t = 0 ∧ ∀ u, E' u + inner ℝ l (Ω' u) = 0 := by
  constructor
  · intro h
    have hD := (hasFDerivAt_lagrangian hE hΩ l).unique h
    have key : ∀ (u : V) (m : W), E' u + inner ℝ l (Ω' u) + inner ℝ (Ω t) m = 0 :=
      fun u m => by simpa using DFunLike.congr_fun hD (u, m)
    constructor
    · -- vary the multipliers along the residual itself
      have h0 := key 0 (Ω t)
      simp only [map_zero, inner_zero_right, add_zero, zero_add] at h0
      exact inner_self_eq_zero.mp h0
    · intro u
      have hu := key u 0
      rwa [inner_zero_right, add_zero] at hu
  · rintro ⟨h0, hl⟩
    refine (hasFDerivAt_lagrangian hE hΩ l).congr_fderiv (ContinuousLinearMap.ext fun p => ?_)
    have hp := hl p.1
    simp [h0, hp]

/-- If `E` and `Ω` are differentiable at `t` and the Lagrangian has a local minimum at
`(t, l)`, then the derivative of the residuals at `t` is zero. -/
theorem jacobian_eq_zero_of_isLocalMin (hE : HasFDerivAt E E' t) (hΩ : HasFDerivAt Ω Ω' t)
    (h : IsLocalMin (lagrangian E Ω) (t, l)) : Ω' = 0 := by
  have stat : ∀ m, IsLocalMin (lagrangian E Ω) (t, m) →
      Ω t = 0 ∧ ∀ u, E' u + inner ℝ m (Ω' u) = 0 := fun m hm =>
    (stationary_iff hE hΩ).1 ((hasFDerivAt_lagrangian hE hΩ m).congr_fderiv
      (hm.hasFDerivAt_eq_zero (hasFDerivAt_lagrangian hE hΩ m)))
  obtain ⟨h0, hl⟩ := stat l h
  refine ContinuousLinearMap.ext fun u => ?_
  have h' : ∀ᶠ q in 𝓝 (t, l), lagrangian E Ω (t, l) ≤ lagrangian E Ω q := h
  -- shift the multipliers slightly along `Ω' u`
  have hc : Tendsto (fun s : ℝ => (t, l + s • Ω' u)) (𝓝 0) (𝓝 (t, l)) := by
    have hcont : Continuous (fun s : ℝ => (t, l + s • Ω' u)) := by fun_prop
    simpa using hcont.tendsto 0
  have hev := hc.eventually (eventually_eventually_nhds.2 h')
  have hne : ∀ᶠ s in 𝓝[≠] (0 : ℝ), s ≠ 0 := self_mem_nhdsWithin
  obtain ⟨s, hs, hs0⟩ := ((hev.filter_mono nhdsWithin_le_nhds).and hne).exists
  -- the shifted point has the same value, so it is a local minimum as well
  have e : lagrangian E Ω (t, l + s • Ω' u) = lagrangian E Ω (t, l) := by
    rw [lagrangian_eq_energy h0, lagrangian_eq_energy h0]
  have hmin : IsLocalMin (lagrangian E Ω) (t, l + s • Ω' u) :=
    hs.mono fun q hq => e.le.trans hq
  -- compare the two sets of multiplier equations
  have h1 := (stat _ hmin).2 u
  have h2 := hl u
  rw [inner_add_left, real_inner_smul_left] at h1
  have h3 : s * inner ℝ (Ω' u) (Ω' u) = 0 := by linarith
  exact inner_self_eq_zero.mp ((mul_eq_zero.mp h3).resolve_left hs0)

/-- Let `E` and `Ω` be differentiable at `t` and the Lagrangian stationary at `(t, l)`. If the
derivative of `Ω` at `t` is nonzero, then `(t, l)` is a saddle point of the Lagrangian. -/
theorem stationary_point_isSaddle (hE : HasFDerivAt E E' t) (hΩ : HasFDerivAt Ω Ω' t)
    (hL : HasFDerivAt (lagrangian E Ω) (0 : V × W →L[ℝ] ℝ) (t, l)) (hJ : Ω' ≠ 0) :
    IsSaddle (lagrangian E Ω) (t, l) := by
  refine ⟨hL, fun h => hJ (jacobian_eq_zero_of_isLocalMin hE hΩ h), fun h => hJ ?_⟩
  -- a maximum of `L` is a minimum of the Lagrangian of `-E` and `-Ω`
  have e : lagrangian (fun x => -E x) (fun x => -Ω x) = fun p => -lagrangian E Ω p := by
    funext p
    simp only [lagrangian, inner_neg_right]
    ring
  have hmin : IsLocalMin (lagrangian (fun x => -E x) (fun x => -Ω x)) (t, l) := by
    rw [e]
    exact h.neg
  exact neg_eq_zero.mp (jacobian_eq_zero_of_isLocalMin hE.fun_neg hΩ.fun_neg hmin)

/-- Let `t` solve the amplitude equations, with `E` and `Ω` differentiable at `t`, an invertible
Jacobian `J`, a nontrivial amplitude space and a complete multiplier space. Then exactly one
choice of multipliers makes `(t, l)` a saddle point of the Lagrangian. -/
theorem existsUnique_multipliers_isSaddle [CompleteSpace W] [Nontrivial V] (J : V ≃L[ℝ] W)
    (hE : HasFDerivAt E E' t) (hΩ : HasFDerivAt Ω (J : V →L[ℝ] W) t) (h0 : Ω t = 0) :
    ∃! l : W, IsSaddle (lagrangian E Ω) (t, l) := by
  have hJ : (J : V →L[ℝ] W) ≠ 0 := fun h => by
    obtain ⟨u, hu⟩ := exists_ne (0 : V)
    exact hu (J.injective (by simpa using DFunLike.congr_fun h u))
  -- the multipliers represent the functional `-E' ∘ J⁻¹`
  let φ : W →L[ℝ] ℝ := E'.comp (J.symm : W →L[ℝ] V)
  have hφ : ∀ w, inner ℝ ((InnerProductSpace.toDual ℝ W).symm φ) w = E' (J.symm w) :=
    fun w => InnerProductSpace.toDual_symm_apply
  refine ⟨-(InnerProductSpace.toDual ℝ W).symm φ, ?_, ?_⟩
  · refine stationary_point_isSaddle hE hΩ ((stationary_iff hE hΩ).2 ⟨h0, fun u => ?_⟩) hJ
    rw [inner_neg_left, hφ]
    simp
  · intro m hm
    refine ext_inner_right ℝ fun w => ?_
    have h1 := ((stationary_iff hE hΩ).1 hm.1).2 (J.symm w)
    have h2 : (J : V →L[ℝ] W) (J.symm w) = w := J.apply_symm_apply w
    rw [h2] at h1
    rw [inner_neg_left, hφ]
    linarith

/-- For one amplitude with `E(t) = Ω(t) = t²`, the derivative of `Ω` at `0` is zero and the
Lagrangian has a local minimum at the origin. -/
theorem isLocalMin_of_singular_jacobian :
    HasFDerivAt (fun x : ℝ => x ^ 2) (0 : ℝ →L[ℝ] ℝ) 0 ∧
      IsLocalMin (lagrangian (fun x : ℝ => x ^ 2) (fun x : ℝ => x ^ 2)) (0, 0) := by
  constructor
  · exact (hasDerivAt_pow 2 (0 : ℝ)).hasFDerivAt.congr_fderiv (by ext; simp)
  · have hev : ∀ᶠ p : ℝ × ℝ in 𝓝 (0, 0), -1 < p.2 :=
      (isOpen_lt continuous_const continuous_snd).mem_nhds (show (-1 : ℝ) < 0 by norm_num)
    have e : ∀ p : ℝ × ℝ, lagrangian (fun x : ℝ => x ^ 2) (fun x : ℝ => x ^ 2) p
        = p.1 ^ 2 * (1 + p.2) := fun p => by
      simp [lagrangian]
      ring
    refine hev.mono fun p hp => ?_
    rw [e, e]
    have h1 : 0 ≤ p.1 ^ 2 * (1 + p.2) := mul_nonneg (sq_nonneg _) (by linarith)
    simpa using h1

end

end CoupledClusterLagrangian
```

```lean
#print axioms CoupledClusterLagrangian.stationary_point_isSaddle
-- 'CoupledClusterLagrangian.stationary_point_isSaddle' depends on axioms: [propext, Classical.choice, Quot.sound]
#print axioms CoupledClusterLagrangian.existsUnique_multipliers_isSaddle
-- 'CoupledClusterLagrangian.existsUnique_multipliers_isSaddle' depends on axioms: [propext, Classical.choice, Quot.sound]
#print axioms CoupledClusterLagrangian.isLocalMin_of_singular_jacobian
-- 'CoupledClusterLagrangian.isLocalMin_of_singular_jacobian' depends on axioms: [propext, Classical.choice, Quot.sound]
```

## From the first variation to the saddle

`hasFDerivAt_lagrangian` computes the first variation. The facts `h1`, `h2` and `h3` differentiate $E$, $\Omega$ and the multipliers as functions of the pair, and the product rule for the inner product combines them. The last two lines bring the result into the form used above.

`stationary_iff` compares this derivative with zero, using the fact that a derivative is unique. The auxiliary statement `key` is the vanishing first variation for arbitrary `u` and `m`. The two choices made in the derivation appear as `key 0 (Ω t)` and `key u 0`.

`jacobian_eq_zero_of_isLocalMin` contains the main argument. Its first step, `stat`, says that a local minimum at any multiplier vector `m` satisfies both sets of equations. The shift of the multipliers then takes three steps:

1. `hc` says that the shifted point tends to `(t, l)` as $s\to0$.
2. `eventually_eventually_nhds` expresses the open-neighbourhood argument: an inequality that holds near `(t, l)` also holds near every point close enough to it.
3. The filter `𝓝[≠] (0 : ℝ)` describes small nonzero numbers, and from it the proof obtains an `s` that is both small enough and different from zero.

The equality `e`, which comes from `lagrangian_eq_energy`, says that the shift leaves the value unchanged, and `hmin` concludes that the shifted point is a local minimum. Then `h1` and `h2` are the multiplier equations at the shifted and original points, and `h3` is their difference, $s\|\Omega'u\|^2=0$.

`stationary_point_isSaddle` applies this lemma twice: directly for a minimum, and for a maximum after the sign change recorded in its own `e`.

In `existsUnique_multipliers_isSaddle`, the functional `φ` is $w\mapsto E'(J^{-1}w)$. The Riesz representation, `InnerProductSpace.toDual`, turns it into a vector, and the multipliers are minus that vector. Uniqueness uses only the stationarity contained in `IsSaddle`: the multiplier equations, evaluated at $J^{-1}w$, fix the inner product of the multipliers with every $w$.

`isLocalMin_of_singular_jacobian` treats the example $t^2(1+l)$. It restricts attention to the open region where the multiplier exceeds $-1$, factorises the Lagrangian, and uses that a product of nonnegative numbers is nonnegative.
